# A relatively bounded perturbation of a symmetric operator leaves $H+cV-im$ injective for real $m\neq0$ and small $c$

If I measure a perturbation $cV$ by the operator norm of $V$, a Coulomb potential defeats me at once: the norm is infinite, so $|c|\,\|V\|$ is finite for no nonzero coupling $c$. What I do have is a bound relative to the unperturbed Hamiltonian $H$, namely $\|Vx\|\le a\|x\|+b\|Hx\|$ with $a,b\ge0$. I believe that for symmetric $H$ and real $m\ne0$ this gives

$$\|Vx\|\le\Big(b+\frac{a}{|m|}\Big)\|(H-im)x\|,$$

and that $H+cV-im$ is therefore injective for every complex $c$ with $|c|(b+a/|m|)<1$. Can this be made rigorous, with unbounded operators included, and checked by machine?

## Measuring $V$ against $H-im$

Yes. Let $H$ and $V$ be linear on a common domain $D$, and let $x\in D$. With the inner product linear in its second slot,

$$\|(H-im)x\|^2=\|Hx\|^2-2\,\mathrm{Re}\big(im\langle Hx,x\rangle\big)+m^2\|x\|^2 .$$

Symmetry gives $\langle Hx,x\rangle=\langle x,Hx\rangle=\overline{\langle Hx,x\rangle}$, so this number is real and the cross term vanishes:

$$\|(H-im)x\|^2=\|Hx\|^2+m^2\|x\|^2 .$$

Hence $\|Hx\|$ and $|m|\|x\|$ are each at most $\|(H-im)x\|$. Writing $a\|x\|=\frac{a}{|m|}\,|m|\|x\|$ in the hypothesis on $V$ gives your bound. Applying Cauchy–Schwarz to the two terms together gives the constant $\sqrt{b^2+(a/m)^2}$, which is smaller when $a$ and $b$ are both positive.

Now let $\beta$ be either constant, so that $\|Vx\|\le\beta\|(H-im)x\|$. Since $(H-im)x=(H+cV-im)x-cVx$, the triangle inequality yields

$$(1-|c|\beta)\,\|(H-im)x\|\le\|(H+cV-im)x\| .$$

If $|c|\beta<1$ and the right side is zero, then $(H-im)x=0$. The norm identity gives $m^2\|x\|^2=0$, hence $x=0$. A linear map with trivial kernel is injective.

Read backwards, this restricts imaginary eigenvalues. If $(H+cV)x=imx$ with $x\ne0$ and $m\neq0$, then $|c|(b+a/|m|)\ge1$. Multiplying by $|m|$ gives $(1-|c|b)|m|\le|c|a$, which also holds at $m=0$.

## Unbounded operators as linear maps from a subspace

In the Lean file, `D` is a subspace of the complex inner-product space `E`, and `H` and `V` are linear maps `D →ₗ[ℂ] E`. Neither has to be bounded, `D` need not be dense, and `E` need not be complete. `IsSymmetricOn H` is the symmetry condition on `D`, `RelBounded H V a b` is the relative bound, and `shift H m` is $H-im$.

The constant $b$ limits how fast $V$ may grow with $\|Hx\|$, and $a$, an energy if $c$ is dimensionless, covers the rest. The general theorems assume both; the file doesn't derive them for a Coulomb potential.

The theorem `relative_bound_and_injectivity` states both parts of your claim, with `‖c‖` for the modulus of $c$. `injective_sqrt` gives injectivity under the Cauchy–Schwarz constant, and `imaginary_eigenvalue_bound` gives the restriction on eigenvalues.

`threshold_sharp` takes $H=0$ and $V=a>0$ on $\mathbb{C}$, with $b=0$. At $c=im/a$ the product $|c|(b+a/|m|)$ equals $1$ and $H+cV-im$ is the zero map, so for $b=0$ the strict inequality can't be weakened to $\le$. When $a$ and $b$ are both positive, `injective_sqrt` still gives injectivity at equality. `pauli_witness` shows that $H=\sigma_z$ and $V=\sigma_x$ satisfy the hypotheses with $a=b=\tfrac12$.

For a Hamiltonian with a relatively bounded interaction, the result excludes $im$ as an eigenvalue at sufficiently weak complex coupling. It doesn't show that $H+cV-im$ is surjective or that $im$ lies outside the spectrum, and it doesn't establish self-adjointness or convergence of a perturbation series. $V$ need not be symmetric. If it is, and $c$ is real, then $H+cV$ is itself symmetric and injectivity needs no smallness; the condition matters for non-real $c$ or non-symmetric $V$.

```lean
import Mathlib

open scoped InnerProductSpace

namespace RelativelyBoundedPerturbation

noncomputable section

variable {E : Type*} [NormedAddCommGroup E] [InnerProductSpace ℂ E] {D : Submodule ℂ E}

/-- The operator `H`, defined on the domain `D`, is symmetric. -/
def IsSymmetricOn (H : D →ₗ[ℂ] E) : Prop :=
  ∀ x y : D, inner ℂ (H x) (y : E) = inner ℂ (x : E) (H y)

/-- The perturbation `V` is bounded relative to `H` with constants `a` and `b`. -/
def RelBounded (H V : D →ₗ[ℂ] E) (a b : ℝ) : Prop :=
  ∀ x : D, ‖V x‖ ≤ a * ‖(x : E)‖ + b * ‖H x‖

/-- The operator `H - i m` on the domain of `H`. -/
def shift (H : D →ₗ[ℂ] E) (m : ℝ) : D →ₗ[ℂ] E :=
  H - (Complex.I * (m : ℂ)) • D.subtype

lemma shift_apply (H : D →ₗ[ℂ] E) (m : ℝ) (x : D) :
    shift H m x = H x - (Complex.I * (m : ℂ)) • (x : E) := rfl

/-- For symmetric `H`, the squared norm of `(H - i m) x` is the sum of the squared norms
of `H x` and `m x`. -/
theorem norm_shift_sq {H : D →ₗ[ℂ] E} (hH : IsSymmetricOn H) (m : ℝ) (x : D) :
    ‖shift H m x‖ ^ 2 = ‖H x‖ ^ 2 + m ^ 2 * ‖(x : E)‖ ^ 2 := by
  -- the expectation value of a symmetric operator is real
  have him : (inner ℂ (H x) (x : E)).im = 0 := by
    have h := inner_conj_symm (𝕜 := ℂ) (x : E) (H x)
    rw [← hH x x] at h
    exact Complex.conj_eq_iff_im.mp h
  -- hence the cross term vanishes
  have hre : RCLike.re (inner ℂ (H x) ((Complex.I * (m : ℂ)) • (x : E))) = 0 := by
    rw [inner_smul_right]
    change Complex.re _ = 0
    simp [Complex.mul_re, him]
  have hn : ‖(Complex.I * (m : ℂ)) • (x : E)‖ = |m| * ‖(x : E)‖ := by
    rw [norm_smul, norm_mul, Complex.norm_I, one_mul, Complex.norm_real, Real.norm_eq_abs]
  rw [shift_apply, norm_sub_sq (𝕜 := ℂ), hre, hn, mul_pow, sq_abs]
  ring

/-- For symmetric `H`, real `m ≠ 0` and `a, b ≥ 0`, a relatively bounded `V` is bounded by `H - i m`
with constant `b + a / |m|`. -/
theorem norm_le_shift {H V : D →ₗ[ℂ] E} {a b m : ℝ} (hH : IsSymmetricOn H)
    (hV : RelBounded H V a b) (ha : 0 ≤ a) (hb : 0 ≤ b) (hm : m ≠ 0) (x : D) :
    ‖V x‖ ≤ (b + a / |m|) * ‖shift H m x‖ := by
  have hid := norm_shift_sq hH m x
  have hm' : 0 < |m| := abs_pos.mpr hm
  have h1 : ‖H x‖ ≤ ‖shift H m x‖ := by
    refine le_trans (le_abs_self _) (abs_le_of_sq_le_sq ?_ (norm_nonneg _))
    rw [hid]
    have : 0 ≤ m ^ 2 * ‖(x : E)‖ ^ 2 := by positivity
    linarith
  have h2 : |m| * ‖(x : E)‖ ≤ ‖shift H m x‖ := by
    refine le_trans (le_abs_self _) (abs_le_of_sq_le_sq ?_ (norm_nonneg _))
    rw [hid, mul_pow, sq_abs]
    have : 0 ≤ ‖H x‖ ^ 2 := by positivity
    linarith
  have h3 : a * ‖(x : E)‖ = a / |m| * (|m| * ‖(x : E)‖) := by
    rw [← mul_assoc, div_mul_cancel₀ _ hm'.ne']
  have h4 := mul_le_mul_of_nonneg_left h2 (div_nonneg ha hm'.le)
  have h5 := mul_le_mul_of_nonneg_left h1 hb
  have h6 := hV x
  rw [h3] at h6
  linarith

/-- For symmetric `H`, relatively bounded `V` and real `m ≠ 0`, the constant in the bound of `V` by
`H - i m` can be taken as the root of `b ^ 2 + (a / m) ^ 2`. -/
theorem norm_le_shift_sqrt {H V : D →ₗ[ℂ] E} {a b m : ℝ} (hH : IsSymmetricOn H)
    (hV : RelBounded H V a b) (hm : m ≠ 0) (x : D) :
    ‖V x‖ ≤ √(b ^ 2 + (a / m) ^ 2) * ‖shift H m x‖ := by
  refine (hV x).trans (le_trans (le_abs_self _) (abs_le_of_sq_le_sq ?_ (by positivity)))
  rw [mul_pow, Real.sq_sqrt (by positivity), norm_shift_sq hH m x]
  obtain ⟨t, ht⟩ : ∃ t, t = a / m := ⟨_, rfl⟩
  have hat : a = t * m := by rw [ht, div_mul_cancel₀ _ hm]
  rw [← ht, hat]
  -- Cauchy-Schwarz in the plane
  nlinarith [sq_nonneg (b * (m * ‖(x : E)‖) - t * ‖H x‖)]

/-- If `V` is bounded by `H - i m` with constant `β`, then `H + c V - i m` is bounded below
by `1 - |c| β` times `H - i m`. -/
theorem perturbed_lower_bound {H V : D →ₗ[ℂ] E} {m β : ℝ} (c : ℂ) (x : D)
    (hβ : ‖V x‖ ≤ β * ‖shift H m x‖) :
    (1 - ‖c‖ * β) * ‖shift H m x‖ ≤ ‖shift (H + c • V) m x‖ := by
  have hs : shift H m x = shift (H + c • V) m x - c • V x := by
    rw [shift_apply, shift_apply, LinearMap.add_apply, LinearMap.smul_apply]
    abel
  have h1 : ‖shift H m x‖ ≤ ‖shift (H + c • V) m x‖ + ‖c‖ * ‖V x‖ := by
    rw [← norm_smul]
    calc ‖shift H m x‖ = ‖shift (H + c • V) m x - c • V x‖ := by rw [← hs]
      _ ≤ _ := norm_sub_le _ _
  have h2 := mul_le_mul_of_nonneg_left hβ (norm_nonneg c)
  linarith

/-- If `H` is symmetric, `m ≠ 0` is real, `V` is bounded by `H - i m` with constant `β`, and `|c| β
< 1`, then `H + c V - i m` is injective. -/
theorem injective_of_bound {H V : D →ₗ[ℂ] E} {m β : ℝ} (hH : IsSymmetricOn H) (hm : m ≠ 0)
    (hβ : ∀ x, ‖V x‖ ≤ β * ‖shift H m x‖) {c : ℂ} (hc : ‖c‖ * β < 1) :
    Function.Injective (shift (H + c • V) m) := by
  rw [injective_iff_map_eq_zero]
  intro x hx
  have h1 := perturbed_lower_bound c x (hβ x)
  rw [hx, norm_zero] at h1
  have h2 : ‖shift H m x‖ = 0 := by
    nlinarith [norm_nonneg (shift H m x)]
  have h3 := norm_shift_sq hH m x
  rw [h2] at h3
  have h4 : m ^ 2 * ‖(x : E)‖ ^ 2 = 0 := by
    have : 0 ≤ m ^ 2 * ‖(x : E)‖ ^ 2 := by positivity
    nlinarith [sq_nonneg ‖H x‖]
  have h5 : ‖(x : E)‖ = 0 := by simpa [hm] using h4
  exact Subtype.ext (norm_eq_zero.mp h5)

/-- For symmetric `H`, relatively bounded `V` with constants `a, b ≥ 0`, and real `m ≠ 0`, the
perturbation is bounded by `H - i m` with constant `b + a / |m|`, and `H + c V - i m` is injective
for every complex coupling `c` with `|c| (b + a / |m|) < 1`. -/
theorem relative_bound_and_injectivity {H V : D →ₗ[ℂ] E} {a b m : ℝ} (hH : IsSymmetricOn H)
    (hV : RelBounded H V a b) (ha : 0 ≤ a) (hb : 0 ≤ b) (hm : m ≠ 0) :
    (∀ x, ‖V x‖ ≤ (b + a / |m|) * ‖shift H m x‖) ∧
      ∀ c : ℂ, ‖c‖ * (b + a / |m|) < 1 → Function.Injective (shift (H + c • V) m) :=
  ⟨norm_le_shift hH hV ha hb hm,
    fun _ hc => injective_of_bound hH hm (norm_le_shift hH hV ha hb hm) hc⟩

/-- For symmetric `H`, relatively bounded `V` and real `m ≠ 0`, the operator `H + c V - i m` is
injective for every complex coupling `c` whose modulus times the root of `b ^ 2 + (a / m) ^ 2` is
below one. -/
theorem injective_sqrt {H V : D →ₗ[ℂ] E} {a b m : ℝ} (hH : IsSymmetricOn H)
    (hV : RelBounded H V a b) (hm : m ≠ 0) {c : ℂ}
    (hc : ‖c‖ * √(b ^ 2 + (a / m) ^ 2) < 1) :
    Function.Injective (shift (H + c • V) m) :=
  injective_of_bound hH hm (norm_le_shift_sqrt hH hV hm) hc

/-- For symmetric `H` and relatively bounded `V` with constants `a, b ≥ 0`, an eigenvalue `i m` of
`H + c V` with `m` real satisfies `(1 - |c| b) |m| ≤ |c| a`. -/
theorem imaginary_eigenvalue_bound {H V : D →ₗ[ℂ] E} {a b m : ℝ} (hH : IsSymmetricOn H)
    (hV : RelBounded H V a b) (ha : 0 ≤ a) (hb : 0 ≤ b) {c : ℂ} {x : D} (hx : x ≠ 0)
    (hev : (H + c • V) x = (Complex.I * (m : ℂ)) • (x : E)) :
    (1 - ‖c‖ * b) * |m| ≤ ‖c‖ * a := by
  by_contra hlt
  have hlt := lt_of_not_ge hlt
  have hm : m ≠ 0 := by
    rintro rfl
    rw [abs_zero, mul_zero] at hlt
    exact absurd hlt (not_lt_of_ge (by positivity))
  have hm' : 0 < |m| := abs_pos.mpr hm
  -- otherwise the coupling lies in the region where `H + c V - i m` is injective
  have hc : ‖c‖ * (b + a / |m|) < 1 := by
    have h1 : ‖c‖ * a / |m| < 1 - ‖c‖ * b := (div_lt_iff₀ hm').mpr hlt
    have h2 : ‖c‖ * (b + a / |m|) = ‖c‖ * b + ‖c‖ * a / |m| := by ring
    linarith
  apply hx
  apply (relative_bound_and_injectivity hH hV ha hb hm).2 c hc
  rw [map_zero, shift_apply, hev, sub_self]

/-- Let `a > 0` and let `m ≠ 0` be real. For `H = 0`, which is symmetric, and `V = a`, which is
relatively bounded with constants `a` and `0`, on the complex line, the coupling `c = i m / a` has
`|c| (b + a / |m|) = 1` with `b = 0`, and `H + c V - i m` is not injective. -/
theorem threshold_sharp {a m : ℝ} (ha : 0 < a) (hm : m ≠ 0) :
    let H : (⊤ : Submodule ℂ ℂ) →ₗ[ℂ] ℂ := 0
    let V : (⊤ : Submodule ℂ ℂ) →ₗ[ℂ] ℂ := (a : ℂ) • (⊤ : Submodule ℂ ℂ).subtype
    let c : ℂ := Complex.I * (m : ℂ) / (a : ℂ)
    IsSymmetricOn H ∧ RelBounded H V a 0 ∧ ‖c‖ * (0 + a / |m|) = 1 ∧
      ¬ Function.Injective (shift (H + c • V) m) := by
  intro H V c
  have hm' : |m| ≠ 0 := abs_ne_zero.mpr hm
  have ha' : (a : ℂ) ≠ 0 := Complex.ofReal_ne_zero.mpr ha.ne'
  refine ⟨fun x y => ?_, fun x => ?_, ?_, fun h => ?_⟩
  · simp [H]
  · change ‖(a : ℂ) • (x : ℂ)‖ ≤ a * ‖(x : ℂ)‖ + 0 * ‖H x‖
    rw [norm_smul, Complex.norm_real, Real.norm_eq_abs, abs_of_pos ha, zero_mul, add_zero]
  · have hn : ‖c‖ = |m| / a := by
      change ‖Complex.I * (m : ℂ) / (a : ℂ)‖ = |m| / a
      rw [norm_div, norm_mul, Complex.norm_I, one_mul, Complex.norm_real, Complex.norm_real,
        Real.norm_eq_abs, Real.norm_eq_abs, abs_of_pos ha]
    rw [hn, zero_add, div_mul_div_cancel₀ ha.ne', div_self hm']
  · have hc : Complex.I * (m : ℂ) / (a : ℂ) * (a : ℂ) = Complex.I * (m : ℂ) :=
      div_mul_cancel₀ _ ha'
    have h0 : (⟨1, trivial⟩ : (⊤ : Submodule ℂ ℂ)) = 0 := by
      apply h
      rw [map_zero]
      change (0 : ℂ) + (Complex.I * (m : ℂ) / (a : ℂ)) • ((a : ℂ) • (1 : ℂ))
        - (Complex.I * (m : ℂ)) • (1 : ℂ) = 0
      simp only [smul_eq_mul, mul_one, zero_add, hc, sub_self]
    exact one_ne_zero (congrArg Subtype.val h0)

/-- The state space of a two-level system. -/
abbrev Qubit := EuclideanSpace ℂ (Fin 2)

/-- The Pauli matrix `σz` as an operator on the two-level system. -/
def pauliZ : (⊤ : Submodule ℂ Qubit) →ₗ[ℂ] Qubit where
  toFun x := !₂[(x : Qubit) 0, -(x : Qubit) 1]
  map_add' x y := by
    ext i
    fin_cases i <;> simp [add_comm]
  map_smul' r x := by
    ext i
    fin_cases i <;> simp

/-- The Pauli matrix `σx` as an operator on the two-level system. -/
def pauliX : (⊤ : Submodule ℂ Qubit) →ₗ[ℂ] Qubit where
  toFun x := !₂[(x : Qubit) 1, (x : Qubit) 0]
  map_add' x y := by
    ext i
    fin_cases i <;> simp
  map_smul' r x := by
    ext i
    fin_cases i <;> simp

/-- On a two-level system `σz` is symmetric, and `σx` is bounded relative to it with
`a = b = 1/2`. -/
theorem pauli_witness :
    IsSymmetricOn pauliZ ∧ RelBounded pauliZ pauliX (1 / 2) (1 / 2) := by
  refine ⟨fun x y => ?_, fun x => ?_⟩
  · simp [pauliZ, PiLp.inner_apply, Fin.sum_univ_two]
  · have hz : ‖pauliZ x‖ = ‖(x : Qubit)‖ := by
      rw [EuclideanSpace.norm_eq, EuclideanSpace.norm_eq]
      simp [pauliZ, Fin.sum_univ_two]
    have hx : ‖pauliX x‖ = ‖(x : Qubit)‖ := by
      rw [EuclideanSpace.norm_eq, EuclideanSpace.norm_eq]
      simp [pauliX, Fin.sum_univ_two, add_comm]
    rw [hz, hx]
    linarith

end

end RelativelyBoundedPerturbation
```

```lean
#print axioms RelativelyBoundedPerturbation.relative_bound_and_injectivity
#print axioms RelativelyBoundedPerturbation.injective_sqrt
#print axioms RelativelyBoundedPerturbation.imaginary_eigenvalue_bound
#print axioms RelativelyBoundedPerturbation.threshold_sharp
```

```
'RelativelyBoundedPerturbation.relative_bound_and_injectivity' depends on axioms: [propext, Classical.choice, Quot.sound]
'RelativelyBoundedPerturbation.injective_sqrt' depends on axioms: [propext, Classical.choice, Quot.sound]
'RelativelyBoundedPerturbation.imaginary_eigenvalue_bound' depends on axioms: [propext, Classical.choice, Quot.sound]
'RelativelyBoundedPerturbation.threshold_sharp' depends on axioms: [propext, Classical.choice, Quot.sound]
```

## How the Lean proof follows the calculation

`norm_shift_sq` is the norm identity: `him` says that $\langle Hx,x\rangle$ has no imaginary part, and `hre` removes the cross term. In `norm_le_shift`, the steps `h1` and `h2` compare squares to bound $\|Hx\|$ and $|m|\|x\|$, and `linarith` combines them with the hypothesis on $V$.

For `norm_le_shift_sqrt`, put $t=a/m$. The final `nlinarith` receives the square that accounts for the gap in Cauchy–Schwarz:

$$(b^2+t^2)(\|Hx\|^2+m^2\|x\|^2)-(tm\|x\|+b\|Hx\|)^2=(bm\|x\|-t\|Hx\|)^2 .$$

`perturbed_lower_bound` is the triangle inequality, with the decomposition of $(H-im)x$ in `hs`. `injective_of_bound` reduces injectivity to a trivial kernel and applies the norm identity again. Because it accepts any $\beta$, it serves both constants.

`imaginary_eigenvalue_bound` argues by contradiction: if the inequality failed, $c$ would lie in the injective range, yet the eigenvector is sent to zero. In `threshold_sharp`, the vector $1$ is sent to zero, which contradicts injectivity.

## Without symmetry, and off the imaginary axis

Two short additions go beyond the Lean theorems. First, symmetry is needed. On $\mathbb{C}$ take $H=im$ and $V=1$, with $a=1$ and $b=0$. The relative bound holds, but $H-im=0$, so the estimate on $V$ fails and injectivity already fails at $c=0$.

Second, the same argument treats a point $\lambda+im$ with $\lambda$ real. The operator $H-\lambda$ is again symmetric, and $\|Hx\|\le\|(H-\lambda)x\|+|\lambda|\|x\|$, so $a$ is replaced by $a+b|\lambda|$. Thus $H+cV-\lambda-im$ is injective whenever

$$|c|\Big(b+\frac{a+b|\lambda|}{|m|}\Big)<1 .$$
